# For a Hermitian operator, the first-order error of the expectation value vanishes in every orthogonal direction exactly when the unit state is an eigenvector

To find how an error in a computed quantum state carries over to its energy and other properties, we describe that error as a rotation by a real angle t, from the exact unit state u towards a unit state v orthogonal to u. The size of the error is then one number, and the state stays normalised.

In Lean 4 with Mathlib:

```lean
import Mathlib

open Real

namespace PropertyErrorOrder

noncomputable section

variable {V : Type*} [NormedAddCommGroup V] [InnerProductSpace ℂ V]

/-- The number `Re ⟨x, A x⟩`. For a Hermitian `A` and a unit vector `x` it is the expectation value
of `A` in the state `x`. -/
def expval (A : V →ₗ[ℂ] V) (x : V) : ℝ := (inner ℂ x (A x)).re

/-- The state `cos t u + sin t v`, obtained by mixing `v` into `u` with angle `t`. -/
def rotated (u v : V) (t : ℝ) : V :=
  ((Real.cos t : ℝ) : ℂ) • u + ((Real.sin t : ℝ) : ℂ) • v

/-- The vector `A u - ⟨A⟩ u`, where `⟨A⟩` is `expval A u`. For a unit vector `u` it is the residual
of the eigenvalue equation. -/
def residual (A : V →ₗ[ℂ] V) (u : V) : V := A u - ((expval A u : ℝ) : ℂ) • u

/-- Mixing two orthonormal states by an angle gives a normalised state. -/
theorem norm_rotated {u v : V} (hu : ‖u‖ = 1) (hv : ‖v‖ = 1)
    (huv : inner ℂ u v = 0) (t : ℝ) : ‖rotated u v t‖ = 1 := by
  have h : ‖rotated u v t‖ ^ 2 = 1 := by
    rw [rotated, @norm_add_sq ℂ, inner_smul_left, inner_smul_right, huv, norm_smul,
      norm_smul, hu, hv, Complex.norm_real, Complex.norm_real]
    simp only [mul_zero, map_zero, mul_one, add_zero, Real.norm_eq_abs, sq_abs]
    exact Real.cos_sq_add_sin_sq t
  exact (pow_eq_one_iff_of_nonneg (norm_nonneg _) two_ne_zero).mp h

/-- The exact change of `expval A` for a Hermitian `A` when `v` is mixed into `u`, for any vectors
`u` and `v`: a term in `sin 2t` with the coupling `Re ⟨u, A v⟩`, and a term in `sin² t`. For
orthonormal `u` and `v` it is the error of the expectation value. -/
theorem expval_rotated {A : V →ₗ[ℂ] V} (hA : A.IsSymmetric) (u v : V) (t : ℝ) :
    expval A (rotated u v t) - expval A u =
      Real.sin (2 * t) * (inner ℂ u (A v)).re
        + Real.sin t ^ 2 * (expval A v - expval A u) := by
  -- the two cross terms have the same real part
  have h : (inner ℂ v (A u)).re = (inner ℂ u (A v)).re := by
    rw [← hA v u, ← inner_conj_symm (A v) u, Complex.conj_re]
  have e : expval A (rotated u v t) = Real.cos t ^ 2 * expval A u
      + 2 * Real.sin t * Real.cos t * (inner ℂ u (A v)).re
      + Real.sin t ^ 2 * expval A v := by
    simp only [expval, rotated, map_add, map_smul, inner_add_left, inner_add_right,
      inner_smul_left, inner_smul_right, Complex.conj_ofReal, Complex.add_re,
      Complex.re_ofReal_mul, h]
    ring
  rw [e, Real.sin_two_mul]
  linear_combination (expval A u) * (Real.sin_sq_add_cos_sq t)

/-- For Hermitian `A` and any vectors `u` and `v`, the derivative of `expval A (rotated u v t)` with
respect to the mixing angle `t` is `2 Re ⟨u, A v⟩` at `t = 0`. -/
theorem hasDerivAt_expval {A : V →ₗ[ℂ] V} (hA : A.IsSymmetric) (u v : V) :
    HasDerivAt (fun t => expval A (rotated u v t)) (2 * (inner ℂ u (A v)).re) 0 := by
  have e : (fun t => expval A (rotated u v t)) = fun t => expval A u +
      (Real.sin (2 * t) * (inner ℂ u (A v)).re
        + Real.sin t ^ 2 * (expval A v - expval A u)) := by
    funext t
    linear_combination expval_rotated hA u v t
  rw [e]
  have h1 : HasDerivAt (fun t : ℝ => Real.sin (2 * t)) 2 0 := by
    simpa using ((hasDerivAt_id' (0 : ℝ)).const_mul 2).sin
  have h2 : HasDerivAt (fun t : ℝ => Real.sin t ^ 2) 0 0 := by
    simpa using (Real.hasDerivAt_sin 0).fun_pow 2
  have h3 := ((h1.mul_const (inner ℂ u (A v)).re).fun_add
    (h2.mul_const (expval A v - expval A u))).const_add (expval A u)
  exact h3.congr_deriv (by ring)

/-- For Hermitian `A` and `v` orthogonal to `u`, the coupling `⟨u, A v⟩` is the overlap of `v`
with the residual of `u`. -/
theorem inner_residual {A : V →ₗ[ℂ] V} (hA : A.IsSymmetric) {u v : V}
    (huv : inner ℂ u v = 0) : inner ℂ (residual A u) v = inner ℂ u (A v) := by
  rw [residual, inner_sub_left, inner_smul_left, huv, mul_zero, sub_zero, hA u v]

/-- For Hermitian `A` the number `⟨u, A u⟩` is real and equals `expval A u`. -/
theorem inner_eq_expval {A : V →ₗ[ℂ] V} (hA : A.IsSymmetric) (u : V) :
    inner ℂ u (A u) = ((expval A u : ℝ) : ℂ) :=
  (Complex.conj_eq_iff_re.mp (by rw [inner_conj_symm, hA u u])).symm

/-- For Hermitian `A` the residual of a unit state `u` is orthogonal to `u`, and its squared
norm is the variance `⟨A²⟩ - ⟨A⟩²`. -/
theorem residual_variance {A : V →ₗ[ℂ] V} (hA : A.IsSymmetric) {u : V} (hu : ‖u‖ = 1) :
    inner ℂ u (residual A u) = 0 ∧
      ‖residual A u‖ ^ 2 = expval (A ∘ₗ A) u - expval A u ^ 2 := by
  have ho : inner ℂ u (residual A u) = 0 := by
    rw [residual, inner_sub_right, inner_smul_right, inner_eq_expval hA u,
      inner_self_eq_norm_sq_to_K, hu]
    simp
  refine ⟨ho, ?_⟩
  have h2 : ‖residual A u‖ ^ 2 = (inner ℂ (residual A u) (residual A u)).re :=
    (inner_self_eq_norm_sq (𝕜 := ℂ) (residual A u)).symm
  have h3 : inner ℂ u (A (residual A u)) =
      inner ℂ u (A (A u)) - ((expval A u : ℝ) : ℂ) * ((expval A u : ℝ) : ℂ) := by
    rw [residual, map_sub, map_smul, inner_sub_right, inner_smul_right,
      inner_eq_expval hA u]
  rw [h2, inner_residual hA ho, h3, Complex.sub_re, Complex.re_ofReal_mul,
    Complex.ofReal_re, sq]
  rfl

/-- For Hermitian `A` and a unit vector `v` orthogonal to `u`, the first-order coefficient
`2 Re ⟨u, A v⟩` is at most twice the norm of the residual in absolute value. -/
theorem slope_le {A : V →ₗ[ℂ] V} (hA : A.IsSymmetric) {u v : V} (hv : ‖v‖ = 1)
    (huv : inner ℂ u v = 0) : |2 * (inner ℂ u (A v)).re| ≤ 2 * ‖residual A u‖ := by
  rw [← inner_residual hA huv, abs_mul, abs_two]
  have h1 := Complex.abs_re_le_norm (inner ℂ (residual A u) v)
  have h2 := norm_inner_le_norm (𝕜 := ℂ) (residual A u) v
  rw [hv, mul_one] at h2
  linarith

/-- For Hermitian `A` and a unit state `u` with non-zero residual, some unit vector `v`
orthogonal to `u` has coupling `Re ⟨u, A v⟩` equal to the norm of the residual. -/
theorem exists_steepest {A : V →ₗ[ℂ] V} (hA : A.IsSymmetric) {u : V} (hu : ‖u‖ = 1)
    (hne : residual A u ≠ 0) :
    ∃ v : V, ‖v‖ = 1 ∧ inner ℂ u v = 0 ∧ (inner ℂ u (A v)).re = ‖residual A u‖ := by
  have hr : ‖residual A u‖ ≠ 0 := norm_ne_zero_iff.mpr hne
  have h2 : (inner ℂ (residual A u) (residual A u)).re = ‖residual A u‖ ^ 2 :=
    inner_self_eq_norm_sq (𝕜 := ℂ) (residual A u)
  -- the steepest direction is the normalised residual
  have ho : inner ℂ u (((‖residual A u‖⁻¹ : ℝ) : ℂ) • residual A u) = 0 := by
    rw [inner_smul_right, (residual_variance hA hu).1, mul_zero]
  refine ⟨((‖residual A u‖⁻¹ : ℝ) : ℂ) • residual A u, ?_, ho, ?_⟩
  · rw [norm_smul, Complex.norm_real, norm_inv, norm_norm, inv_mul_cancel₀ hr]
  · rw [← inner_residual hA ho, inner_smul_right, Complex.re_ofReal_mul, h2]
    field_simp

/-- For Hermitian `A` and a unit state `u`, the first-order error of the expectation value
vanishes for every unit `v` orthogonal to `u` if and only if `u` is an eigenvector of `A`. -/
theorem linear_error_vanishes_iff {A : V →ₗ[ℂ] V} (hA : A.IsSymmetric) {u : V}
    (hu : ‖u‖ = 1) :
    (∀ v : V, ‖v‖ = 1 → inner ℂ u v = 0 →
      HasDerivAt (fun t => expval A (rotated u v t)) 0 0) ↔ ∃ a : ℂ, A u = a • u := by
  constructor
  · intro H
    by_contra hn
    have hne : residual A u ≠ 0 := fun h => hn ⟨_, sub_eq_zero.mp h⟩
    obtain ⟨v, hv, ho, hs⟩ := exists_steepest hA hu hne
    have h0 := (hasDerivAt_expval hA u v).unique (H v hv ho)
    rw [hs] at h0
    have hp := norm_pos_iff.mpr hne
    linarith
  · rintro ⟨a, ha⟩ v _ ho
    have h0 : inner ℂ u (A v) = 0 := by
      rw [← hA u v, ha, inner_smul_left, ho, mul_zero]
    exact (hasDerivAt_expval hA u v).congr_deriv (by rw [h0, Complex.zero_re, mul_zero])

/-- Let the unit state `u` be an eigenvector of the Hermitian `H` but not of the Hermitian `A`.
Then mixing in some unit `v` orthogonal to `u` leaves the expectation value of `H` unchanged to
first order, while that of `A` changes with the positive slope `2 ‖A u - ⟨A⟩ u‖`. -/
theorem property_slower_than_energy {H A : V →ₗ[ℂ] V} (hH : H.IsSymmetric)
    (hA : A.IsSymmetric) {u : V} (hu : ‖u‖ = 1) (hE : ∃ a : ℂ, H u = a • u)
    (hn : ¬ ∃ a : ℂ, A u = a • u) :
    ∃ v : V, ‖v‖ = 1 ∧ inner ℂ u v = 0 ∧
      HasDerivAt (fun t => expval H (rotated u v t)) 0 0 ∧
      HasDerivAt (fun t => expval A (rotated u v t)) (2 * ‖residual A u‖) 0 ∧
      0 < 2 * ‖residual A u‖ := by
  have hne : residual A u ≠ 0 := fun h => hn ⟨_, sub_eq_zero.mp h⟩
  obtain ⟨v, hv, ho, hs⟩ := exists_steepest hA hu hne
  refine ⟨v, hv, ho, (linear_error_vanishes_iff hH hu).mpr hE v hv ho, ?_, ?_⟩
  · exact (hasDerivAt_expval hA u v).congr_deriv (by rw [hs])
  · have hp := norm_pos_iff.mpr hne
    linarith

end

end PropertyErrorOrder
```

```lean
#print axioms PropertyErrorOrder.norm_rotated
#print axioms PropertyErrorOrder.slope_le
#print axioms PropertyErrorOrder.linear_error_vanishes_iff
#print axioms PropertyErrorOrder.property_slower_than_energy
```

```
'PropertyErrorOrder.norm_rotated' depends on axioms: [propext, Classical.choice, Quot.sound]
'PropertyErrorOrder.slope_le' depends on axioms: [propext, Classical.choice, Quot.sound]
'PropertyErrorOrder.linear_error_vanishes_iff' depends on axioms: [propext, Classical.choice, Quot.sound]
'PropertyErrorOrder.property_slower_than_energy' depends on axioms: [propext, Classical.choice, Quot.sound]
```

## Slopes at the exact state

The space `V` is a complex inner product space of any dimension, with the inner product ⟨x,y⟩ linear in its second argument. A Hermitian operator A is a linear map with `A.IsSymmetric`, that is, ⟨Ax,y⟩ = ⟨x,Ay⟩ for all x and y. It is defined on all of `V`, so an unbounded Hamiltonian fits only on a subspace that it maps into itself.

`expval A x` is Re⟨x,Ax⟩, without division by ‖x‖². It is the usual expectation value when x is a unit vector, as u, v and the perturbed state `rotated u v t` are:

w = cos(t) u + sin(t) v.

`expval_rotated` gives the error for every t, and `HasDerivAt … 0` gives its slope at t = 0. The equivalence `linear_error_vanishes_iff` says that this slope is zero for every unit v orthogonal to u if and only if Au = au for some number a.

`property_slower_than_energy` takes a unit eigenvector u of a Hermitian H that is not an eigenvector of A. One and the same v then gives zero slope for H and a strictly positive slope for A. Other directions may still give zero slope for A.

In electronic structure, this is why a dipole moment can react to first order to an error that changes the energy only to second order, within a model of one state and fixed operators, without self-consistency. In the projector augmented-wave (PAW) method, u and v stand for all-electron states, since pseudo states are normalised with an overlap operator. The step left to the user is from slopes to convergence rates: as a basis grows, the direction v of the error usually changes along with t.

## Expanding the perturbed expectation value

Multiplying out gives

⟨w,Aw⟩ = cos²t ⟨u,Au⟩ + sin t cos t (⟨u,Av⟩ + ⟨v,Au⟩) + sin²t ⟨v,Av⟩.

By symmetry ⟨v,Au⟩ = ⟨Av,u⟩, the complex conjugate of ⟨u,Av⟩, so the bracket is 2Re⟨u,Av⟩. Subtracting ⟨u,Au⟩ and using cos²t − 1 = −sin²t leaves

⟨w,Aw⟩ − ⟨u,Au⟩ = sin(2t) Re⟨u,Av⟩ + sin²t (⟨v,Av⟩ − ⟨u,Au⟩).

In `expval_rotated`, `h` equates the real parts of the cross terms, `simp only` and `ring` do the expansion, and `linear_combination` supplies sin²t + cos²t = 1. This expansion does not use that u and v are orthonormal. `norm_rotated` does, to get ‖w‖² = cos²t + sin²t = 1.

At t = 0, sin(2t) has derivative 2 and sin²t has derivative 0. The slope is therefore 2Re⟨u,Av⟩, which is `hasDerivAt_expval`.

## The residual gives the steepest direction

Write ⟨A⟩ = ⟨u,Au⟩, which is real by `inner_eq_expval`, and let r = Au − ⟨A⟩u be the `residual`. Then ⟨u,r⟩ = ⟨A⟩ − ⟨A⟩ = 0. For any v orthogonal to u,

⟨r,v⟩ = ⟨Au,v⟩ − ⟨A⟩⟨u,v⟩ = ⟨u,Av⟩.

This is `inner_residual`. With r in place of v it gives the variance, in `residual_variance`:

‖r‖² = ⟨u,Ar⟩ = ⟨u,A²u⟩ − ⟨A⟩².

For unit v, the Cauchy–Schwarz inequality bounds the slope by 2‖r‖, twice the standard deviation of A (`slope_le`). If r ≠ 0, the unit vector v = r/‖r‖ is orthogonal to u and has ⟨r,v⟩ = ‖r‖, so it reaches the bound (`exists_steepest`).

For the equivalence, suppose that all slopes vanish but u is not an eigenvector. Then r ≠ 0, and the steepest direction has slope 2‖r‖ > 0. Uniqueness of the derivative, `.unique` in the code, gives the contradiction. Conversely, if Au = au, then ⟨u,Av⟩ = ⟨Au,v⟩ = a*⟨u,v⟩ = 0, where a* is the conjugate of a. The final theorem applies this converse to H and the steepest direction to A.

## A non-Hermitian counter-example

On ℂ² with orthonormal basis e₁, e₂, let Ae₁ = 0 and Ae₂ = e₁. Then u = e₁ is an eigenvector, but v = e₂ gives

⟨w,Aw⟩ = sin t cos t,

with slope 1 at t = 0. Both eigenvalues of A are zero, so real eigenvalues alone do not make the slopes vanish at an eigenvector.
